# Pairwise anticommuting unitaries: squared moduli of the means in a unit vector sum to at most one

After computing displacement expectation values $\langle D(\alpha)\rangle$ from a simulated pure state of one oscillator mode, one can test them in pairs. Here $D(\alpha)=\exp(\alpha a^\dagger-\alpha^*a)$, where $a$ is the lowering operator and $[a,a^\dagger]=1$. If $\mathrm{Im}(\alpha\beta^*)$ is an odd multiple of $\pi/2$, the exact values in a normalised state obey

$$|\langle D(\alpha)\rangle|^2+|\langle D(\beta)\rangle|^2\le 1 .$$

Two such displacements therefore cannot both be nearly sharp: as the modulus of one mean approaches 1, the other mean tends to 0. No normalised oscillator state reaches modulus 1 exactly, since a nonzero displacement has no normalisable eigenvector. The same bound holds for any finite family of pairwise anticommuting unitaries $U_i$ and any unit vector $v$:

$$S=\sum_i |c_i|^2\le 1,\qquad c_i=\langle v,U_i v\rangle .$$

## Violations in a truncated oscillator basis

Suppose that the means are evaluated as $v^\dagger Uv$, with a matrix $U$ for each displacement. A violation beyond rounding error then means that the state vector $v$ is not normalised, or that the matrices are not unitary or do not anticommute. Truncation can cause the latter: exponentiating a truncated anti-Hermitian generator gives a unitary matrix, but the Weyl relation is then in general no longer exact, and its error can be large on states near the cutoff. Passing the test does not show that the state is correct.

## From quadratures to the bound

The inner product is conjugate-linear in its first argument. For each $i$, define the quadrature

$$Q_i=\tfrac12\left(c_i^*U_i+c_iU_i^{-1}\right),\qquad w_i=Q_i v .$$

Since $\langle U_i x,y\rangle=\langle x,U_i^{-1}y\rangle$, the two terms of $Q_i$ are exchanged when it moves across the inner product, so $Q_i$ is symmetric. The triangle inequality gives $\|w_i\|\le\tfrac12(|c_i|+|c_i|)=|c_i|$.

Multiplying $U_iU_j=-U_jU_i$ by $U_j^{-1}$ on both sides gives $U_j^{-1}U_i=-U_iU_j^{-1}$. The same argument covers $U_i^{-1}$, so all four products in $Q_iQ_j$ change sign on exchange, and $Q_iQ_j=-Q_jQ_i$. For $i\ne j$,

$$\langle w_i,w_j\rangle=\langle v,Q_iQ_jv\rangle=-\langle v,Q_jQ_iv\rangle=-\langle w_j,w_i\rangle=-\langle w_i,w_j\rangle^* .$$

The real part is zero, so the cross terms cancel:

$$\Big\|\sum_i w_i\Big\|^2=\sum_i\|w_i\|^2\le S .$$

Also $\langle v,U_i^{-1}v\rangle=c_i^*$, hence $\langle v,w_i\rangle=\tfrac12(c_i^*c_i+c_ic_i^*)=|c_i|^2$. Summing over $i$ and applying Cauchy–Schwarz gives $S\le\|\sum_i w_i\|$. Therefore $S^2\le S$, and $S\le1$.

For displacements, put $\theta=\mathrm{Im}(\alpha\beta^*)$. The Weyl relation gives

$$D(\alpha)D(\beta)=e^{i\theta}D(\alpha+\beta),\qquad D(\beta)D(\alpha)=e^{-i\theta}D(\alpha+\beta).$$

At an odd multiple of $\pi/2$, $\cos\theta=0$, so $e^{-i\theta}=-e^{i\theta}$ and the displacements anticommute.

## Lean file

```lean
import Mathlib

open scoped InnerProductSpace ComplexConjugate

namespace AnticommutingDisplacements

noncomputable section

variable {E : Type*} [NormedAddCommGroup E] [InnerProductSpace ℂ E]

/-- Two unitaries anticommute: `U V = - V U` on every vector. -/
def Anticommute (U V : E ≃ₗᵢ[ℂ] E) : Prop := ∀ x, U (V x) = -V (U x)

/-- The inner product `⟨v, U v⟩`; for a unit vector `v` it is the expectation value of the unitary
`U` in the state `v`. -/
def mean (U : E ≃ₗᵢ[ℂ] E) (v : E) : ℂ := ⟪v, U v⟫_ℂ

/-- The quadrature `(c* U + c U⁻¹) / 2` of a unitary `U`, applied to a vector. -/
def quadrature (c : ℂ) (U : E ≃ₗᵢ[ℂ] E) (x : E) : E :=
  (1 / 2 : ℂ) • (conj c • U x + c • U.symm x)

/-- Anticommutation does not depend on the order of the two unitaries. -/
theorem Anticommute.flip {U V : E ≃ₗᵢ[ℂ] E} (h : Anticommute U V) : Anticommute V U := by
  intro x
  rw [h x, neg_neg]

/-- A unitary that anticommutes with `V` also anticommutes with the inverse of `V`. -/
theorem Anticommute.symm_right {U V : E ≃ₗᵢ[ℂ] E} (h : Anticommute U V) :
    Anticommute U V.symm := by
  intro x
  apply V.injective
  rw [h.flip (V.symm x), V.apply_symm_apply, map_neg, V.apply_symm_apply]

/-- Quadratures of anticommuting unitaries anticommute. -/
theorem quadrature_anticommute {U V : E ≃ₗᵢ[ℂ] E} (h : Anticommute U V) (c d : ℂ) (x : E) :
    quadrature c U (quadrature d V x) = -quadrature d V (quadrature c U x) := by
  have h1 := h x
  have h2 := h.symm_right x
  have h3 := h.flip.symm_right.flip x
  have h4 := h.flip.symm_right.flip.symm_right x
  simp only [quadrature, LinearIsometryEquiv.map_add, LinearIsometryEquiv.map_smul,
    h1, h2, h3, h4]
  module

/-- Every quadrature is a symmetric operator. -/
theorem quadrature_symmetric (c : ℂ) (U : E ≃ₗᵢ[ℂ] E) (x y : E) :
    ⟪quadrature c U x, y⟫_ℂ = ⟪x, quadrature c U y⟫_ℂ := by
  have h1 : ⟪x, U.symm y⟫_ℂ = ⟪U x, y⟫_ℂ := by
    have h := U.inner_map_map x (U.symm y)
    rw [U.apply_symm_apply] at h
    exact h.symm
  have h2 : ⟪U.symm x, y⟫_ℂ = ⟪x, U y⟫_ℂ := by
    have h := U.inner_map_map (U.symm x) y
    rw [U.apply_symm_apply] at h
    exact h.symm
  have h3 : conj (1 / 2 : ℂ) = 1 / 2 := by
    have h := Complex.conj_ofReal (1 / 2)
    push_cast at h
    exact h
  simp only [quadrature, inner_smul_left, inner_smul_right, inner_add_left, inner_add_right,
    h1, h2, h3, Complex.conj_conj]
  ring

/-- The quadrature with coefficient `c` multiplies the norm of a vector by at most `|c|`. -/
theorem norm_quadrature_le (c : ℂ) (U : E ≃ₗᵢ[ℂ] E) (x : E) :
    ‖quadrature c U x‖ ≤ ‖c‖ * ‖x‖ := by
  have h := norm_add_le (conj c • U x) (c • U.symm x)
  rw [norm_smul, norm_smul, U.norm_map, U.symm.norm_map, RCLike.norm_conj] at h
  have h2 : ‖(1 / 2 : ℂ)‖ = 1 / 2 := by simp
  rw [quadrature, norm_smul, h2]
  linarith

/-- For finitely many pairwise anticommuting unitaries, the squared moduli of the expectation values
in any unit vector add up to at most one. -/
theorem sum_sq_mean_le_one {ι : Type*} [Fintype ι] (U : ι → E ≃ₗᵢ[ℂ] E)
    (hU : Pairwise fun i j => Anticommute (U i) (U j)) (v : E) (hv : ‖v‖ = 1) :
    ∑ i, ‖mean (U i) v‖ ^ 2 ≤ 1 := by
  let w : ι → E := fun i => quadrature (mean (U i) v) (U i) v
  -- different quadratures send `v` to vectors whose overlap has no real part
  have horth : ∀ i j, i ≠ j → RCLike.re ⟪w i, w j⟫_ℂ = 0 := by
    intro i j hij
    have h1 : ⟪w i, w j⟫_ℂ = -⟪w j, w i⟫_ℂ := by
      simp only [w]
      rw [quadrature_symmetric, quadrature_anticommute (hU hij), inner_neg_right,
        ← quadrature_symmetric]
    have h2 := congrArg RCLike.re h1
    rw [map_neg, inner_re_symm (𝕜 := ℂ) (w j) (w i)] at h2
    linarith
  -- Pythagoras
  have hpyth : ‖∑ i, w i‖ ^ 2 = ∑ i, ‖w i‖ ^ 2 := by
    rw [← inner_self_eq_norm_sq (𝕜 := ℂ) (∑ i, w i), sum_inner, map_sum]
    refine Finset.sum_congr rfl fun i _ => ?_
    rw [inner_sum, map_sum, Finset.sum_eq_single i]
    · exact inner_self_eq_norm_sq (𝕜 := ℂ) (w i)
    · intro j _ hj
      exact horth i j hj.symm
    · intro hi
      exact absurd (Finset.mem_univ i) hi
  have hle : ∑ i, ‖w i‖ ^ 2 ≤ ∑ i, ‖mean (U i) v‖ ^ 2 := by
    refine Finset.sum_le_sum fun i _ => ?_
    have h := norm_quadrature_le (mean (U i) v) (U i) v
    rw [hv, mul_one] at h
    exact pow_le_pow_left₀ (norm_nonneg _) h 2
  -- the mean of each quadrature is the squared modulus of the mean of the unitary
  have hmean : ∀ i, ⟪v, w i⟫_ℂ = ((‖mean (U i) v‖ ^ 2 : ℝ) : ℂ) := by
    intro i
    have h1 : ⟪v, (U i).symm v⟫_ℂ = conj (mean (U i) v) := by
      have h := (U i).inner_map_map v ((U i).symm v)
      rw [(U i).apply_symm_apply] at h
      rw [← h, mean, inner_conj_symm]
    have h2 : ⟪v, U i v⟫_ℂ = mean (U i) v := rfl
    simp only [w, quadrature, inner_smul_right, inner_add_right, h1, h2]
    rw [Complex.sq_norm, ← Complex.mul_conj]
    ring
  have hS : 0 ≤ ∑ i, ‖mean (U i) v‖ ^ 2 := Finset.sum_nonneg fun i _ => sq_nonneg _
  have hcs := norm_inner_le_norm (𝕜 := ℂ) v (∑ i, w i)
  rw [inner_sum, Finset.sum_congr rfl fun i _ => hmean i, ← Complex.ofReal_sum,
    Complex.norm_real, Real.norm_of_nonneg hS, hv, one_mul] at hcs
  have hsq := pow_le_pow_left₀ hS hcs 2
  by_contra hcon
  have hgt := lt_of_not_ge hcon
  nlinarith

/-- For two anticommuting unitaries and a unit vector `v`,
`|⟨v, U v⟩|² + |⟨v, V v⟩|² ≤ 1`. -/
theorem sq_mean_add_sq_mean_le_one {U V : E ≃ₗᵢ[ℂ] E} (h : Anticommute U V) (v : E)
    (hv : ‖v‖ = 1) : ‖mean U v‖ ^ 2 + ‖mean V v‖ ^ 2 ≤ 1 := by
  have hp : Pairwise fun i j => Anticommute ((![U, V] : Fin 2 → E ≃ₗᵢ[ℂ] E) i)
      ((![U, V] : Fin 2 → E ≃ₗᵢ[ℂ] E) j) := by
    intro i j hij
    fin_cases i <;> fin_cases j <;>
      first
        | exact absurd rfl hij
        | exact h
        | exact h.flip
  have hs := sum_sq_mean_le_one ![U, V] hp v hv
  rw [Fin.sum_univ_two] at hs
  exact hs

-- The Weyl relation below is that of the oscillator's displacement operators; their
-- construction on square-integrable functions is not carried out here.
/-- Let displacements obey the Weyl relation `D(α) D(β) = exp(i Im(α β*)) D(α + β)`. If
`Im(α β*)` is an odd multiple of `π/2`, then `|⟨D(α)⟩|² + |⟨D(β)⟩|² ≤ 1` in every unit vector. -/
theorem displacement_bound (D : ℂ → E ≃ₗᵢ[ℂ] E)
    (hW : ∀ α β x, D α (D β x) =
      Complex.exp (((α * conj β).im : ℂ) * Complex.I) • D (α + β) x)
    (α β : ℂ) (k : ℤ) (hk : (α * conj β).im = (2 * k + 1) * Real.pi / 2)
    (v : E) (hv : ‖v‖ = 1) : ‖mean (D α) v‖ ^ 2 + ‖mean (D β) v‖ ^ 2 ≤ 1 := by
  refine sq_mean_add_sq_mean_le_one (fun x => ?_) v hv
  have hcos : Real.cos (α * conj β).im = 0 := Real.cos_eq_zero_iff.mpr ⟨k, hk⟩
  have hswap : (β * conj α).im = -(α * conj β).im := by
    simp only [Complex.mul_im, Complex.conj_re, Complex.conj_im]
    ring
  -- exchanging the displacements conjugates the phase, which is purely imaginary
  rw [hW α β, hW β α, add_comm β α, ← neg_smul, hswap]
  congr 1
  rw [Complex.ofReal_neg, Complex.exp_mul_I, Complex.exp_mul_I, Complex.cos_neg,
    Complex.sin_neg, ← Complex.ofReal_cos, hcos, Complex.ofReal_zero]
  ring

/-- The qubit flip `X (a, b) = (b, a)`. -/
def pauliX : EuclideanSpace ℂ (Fin 2) ≃ₗᵢ[ℂ] EuclideanSpace ℂ (Fin 2) where
  toFun x := !₂[x 1, x 0]
  invFun x := !₂[x 1, x 0]
  map_add' x y := by ext i; fin_cases i <;> simp
  map_smul' c x := by ext i; fin_cases i <;> simp
  left_inv x := by ext i; fin_cases i <;> simp
  right_inv x := by ext i; fin_cases i <;> simp
  norm_map' x := by
    change ‖(!₂[x 1, x 0] : EuclideanSpace ℂ (Fin 2))‖ = ‖x‖
    simp [EuclideanSpace.norm_eq, Fin.sum_univ_two, add_comm]

/-- The qubit phase flip `Z (a, b) = (a, -b)`. -/
def pauliZ : EuclideanSpace ℂ (Fin 2) ≃ₗᵢ[ℂ] EuclideanSpace ℂ (Fin 2) where
  toFun x := !₂[x 0, -x 1]
  invFun x := !₂[x 0, -x 1]
  map_add' x y := by ext i; fin_cases i <;> simp [add_comm]
  map_smul' c x := by ext i; fin_cases i <;> simp
  left_inv x := by ext i; fin_cases i <;> simp
  right_inv x := by ext i; fin_cases i <;> simp
  norm_map' x := by
    change ‖(!₂[x 0, -x 1] : EuclideanSpace ℂ (Fin 2))‖ = ‖x‖
    simp [EuclideanSpace.norm_eq, Fin.sum_univ_two]

/-- The three qubit unitaries `X`, `Z` and `X Z`. -/
def pauli : Fin 3 → EuclideanSpace ℂ (Fin 2) ≃ₗᵢ[ℂ] EuclideanSpace ℂ (Fin 2) :=
  ![pauliX, pauliZ, pauliZ.trans pauliX]

/-- The qubit unitaries `X`, `Z` and `X Z` anticommute pairwise. -/
theorem pauli_witness : Pairwise fun i j => Anticommute (pauli i) (pauli j) := by
  have hXZ : Anticommute pauliX pauliZ := by
    intro x
    change (!₂[-x 1, x 0] : EuclideanSpace ℂ (Fin 2)) = -!₂[x 1, -x 0]
    ext i
    fin_cases i <;> simp
  have hXY : Anticommute pauliX (pauliZ.trans pauliX) := by
    intro x
    change pauliX (pauliX (pauliZ x)) = -pauliX (pauliZ (pauliX x))
    rw [hXZ x, map_neg]
  have hZY : Anticommute pauliZ (pauliZ.trans pauliX) := by
    intro x
    exact hXZ.flip (pauliZ x)
  intro i j hij
  fin_cases i <;> fin_cases j <;>
    first
      | exact absurd rfl hij
      | exact hXZ
      | exact hXZ.flip
      | exact hXY
      | exact hXY.flip
      | exact hZY
      | exact hZY.flip

/-- For the qubit unitaries `X`, `Z` and `X Z`, the squared moduli of the expectation values add
up to exactly one in every unit vector. -/
theorem pauli_saturates (v : EuclideanSpace ℂ (Fin 2)) (hv : ‖v‖ = 1) :
    ∑ i, ‖mean (pauli i) v‖ ^ 2 = 1 := by
  have h : ‖v‖ ^ 2 = 1 := by rw [hv, one_pow]
  rw [EuclideanSpace.norm_sq_eq, Fin.sum_univ_two, Complex.sq_norm, Complex.sq_norm,
    Complex.normSq_apply, Complex.normSq_apply] at h
  have hin : ∀ a b : ℂ, ⟪v, (!₂[a, b] : EuclideanSpace ℂ (Fin 2))⟫_ℂ =
      a * conj (v 0) + b * conj (v 1) := by
    intro a b
    simp [PiLp.inner_apply, Fin.sum_univ_two]
  have hX : mean (pauli 0) v = v 1 * conj (v 0) + v 0 * conj (v 1) := hin _ _
  have hZ : mean (pauli 1) v = v 0 * conj (v 0) + -v 1 * conj (v 1) := hin _ _
  have hY : mean (pauli 2) v = -v 1 * conj (v 0) + v 0 * conj (v 1) := hin _ _
  rw [Fin.sum_univ_three, hX, hZ, hY]
  simp only [Complex.sq_norm, Complex.normSq_apply, Complex.add_re, Complex.add_im,
    Complex.mul_re, Complex.mul_im, Complex.neg_re, Complex.neg_im, Complex.conj_re,
    Complex.conj_im]
  -- the sum is the fourth power of the norm
  linear_combination ((v 0).re * (v 0).re + (v 0).im * (v 0).im +
    ((v 1).re * (v 1).re + (v 1).im * (v 1).im) + 1) * h

end

end AnticommutingDisplacements
```

```lean
#print axioms AnticommutingDisplacements.sum_sq_mean_le_one
#print axioms AnticommutingDisplacements.displacement_bound
#print axioms AnticommutingDisplacements.pauli_saturates
```

```
'AnticommutingDisplacements.sum_sq_mean_le_one' depends on axioms: [propext, Classical.choice, Quot.sound]
'AnticommutingDisplacements.displacement_bound' depends on axioms: [propext, Classical.choice, Quot.sound]
'AnticommutingDisplacements.pauli_saturates' depends on axioms: [propext, Classical.choice, Quot.sound]
```

## Hypotheses and scope of the theorems

The space `E` is any complex inner product space; neither completeness nor finite dimension is assumed. The type `E ≃ₗᵢ[ℂ] E` contains the surjective linear isometries, which are the unitaries here. `Anticommute` states the sign change on every vector, `mean` is $\langle v,Uv\rangle$, and `hv` normalises the state. Mixed states are not treated.

`sum_sq_mean_le_one` is the family bound, and `sq_mean_add_sq_mean_le_one` applies it to the two-member family `![U, V]`. In `displacement_bound`, the Weyl relation is the hypothesis `hW`. It stands for the phase acquired when two phase-space shifts are combined, and the size of this phase sets the scale of $\alpha$. The oscillator's displacement operators are not constructed.

## How the Lean proof follows the derivation

`Anticommute.symm_right` handles inverses. `quadrature_anticommute` uses the four sign changes, and `module` collects the terms. `quadrature_symmetric` and `norm_quadrature_le` supply the symmetry and the norm estimate.

Inside the main theorem, `horth` removes the real overlaps, `hpyth` expands the squared norm, `hle` bounds it by $S$, and `hmean` evaluates $\langle v,w_i\rangle$. Cauchy–Schwarz enters as `hcs`; `nlinarith` then rules out $S>1$. `displacement_bound` obtains anticommutation from the vanishing cosine.

The qubit theorems show that the constant 1 cannot be lowered for general families. `pauli_witness` checks that $X$, $Z$ and $XZ$ anticommute pairwise. For a unit vector with components $v_0,v_1$, `pauli_saturates` proves equality, which by hand reads

$$4(\mathrm{Re}\,v_0^*v_1)^2+(|v_0|^2-|v_1|^2)^2+4(\mathrm{Im}\,v_0^*v_1)^2=(|v_0|^2+|v_1|^2)^2=1 .$$

Its `linear_combination` step reduces this polynomial identity to the normalisation condition.
